# n real orthonormal orbitals on n atoms, with one orthonormal function per atom: the Pipek–Mezey sum is at least 1, and equals 1 only if n is 1, 2 or a multiple of 4

Q: Take atoms with one function each, all these functions being orthonormal. On two atoms, the in-phase and out-of-phase combinations both lie half on one atom and half on the other. Can three real orthonormal orbitals be spread just as evenly over three atoms?

A: No, and the signs show it. An even spread over three atoms needs every coefficient to be \(\pm 1/\sqrt3\). The overlap of two such orbitals is a sum of three terms \(\pm\tfrac13\), and an odd number of such terms never adds up to zero. With two atoms there are two terms, \(\tfrac12\) and \(-\tfrac12\), and they cancel.

Q: How do you measure the spread when it is not perfectly even?

A: By summing the squares of the atomic shares over all atoms and orbitals. For two atoms, take the orbitals \((\cos\theta,\sin\theta)\) and \((-\sin\theta,\cos\theta)\). The sum is
\[
2(\cos^4\theta+\sin^4\theta)=2-\sin^2 2\theta .
\]
It is 2 when each orbital sits on its own atom and 1 at \(\theta=45^\circ\). For a single atom the only coefficient is \(\pm1\), so the sum is 1 and there is nothing to spread.

Q: And for \(n\) atoms?

A: Let \(U_{ri}\) be the coefficient of orbital \(i\) on atom \(r\), so that the orbitals are the columns of \(U\). In Lean, atoms and orbitals are both labelled by one finite type `ι`, and \(n\) is `Fintype.card ι`.

```lean
import Mathlib

open Matrix Finset
open scoped Kronecker

namespace MaximallyDelocalisedOrbitals

noncomputable section

variable {ι : Type*} [Fintype ι] [DecidableEq ι]
```

The share of orbital \(i\) on atom \(r\) is \(p_{ri}=U_{ri}^2\).

```lean
/-- The population of orbital `i` on atom `r`, when each atom carries one function of an
orthonormal basis and the orbitals are the columns of `U`. -/
def population (U : Matrix ι ι ℝ) (r i : ι) : ℝ := U r i ^ 2
```

Q: To me, a population is the number of electrons on an atom, summed over the occupied orbitals.

A: Here `population` means the share of one normalised orbital, with no occupation number. The functional sums the squares of these shares:
\[
F(U)=\sum_i\sum_r p_{ri}^2=\sum_{i,r}U_{ri}^4 .
\]

```lean
/-- The Pipek-Mezey functional: the sum of the squared atomic populations of all orbitals,
that is, the sum of the fourth powers of the coefficients. -/
def pipekMezey (U : Matrix ι ι ℝ) : ℝ := ∑ i, ∑ r, population U r i ^ 2
```

Q: Pipek–Mezey localisation maximises that quantity, usually over the occupied orbitals alone.

A: Yes. This result concerns the other end of the scale, the minimum, and it takes the complete set of \(n\) orbitals, occupied and empty together. In electronic structure it gives a floor for the functional under real rotations of all orbitals, in a finite basis with one orthonormal function per atom, such as a Hückel \(\pi\) model.

Q: What about real molecules, where atomic functions overlap?

A: That is the step you must justify yourself: that \(U_{ri}^2\) is the population you care about. With overlapping functions, a Mulliken share is not a plain square and can even be negative. Several functions per atom also change the formula.

Q: How does Lean express the even spread?

A: As a condition on signs: every entry of \(\sqrt n\,U\) is \(+1\) or \(-1\).

```lean
/-- Every entry of `√n U` is plus or minus one, where `n` is the number of atoms. -/
def HasSignEntries (U : Matrix ι ι ℝ) : Prop :=
  ∀ r i, √(Fintype.card ι : ℝ) * U r i = 1 ∨ √(Fintype.card ι : ℝ) * U r i = -1
```

The orbitals enter through the hypothesis `Uᵀ * U = 1`. Read entry by entry, it says that \(\sum_r U_{ri}U_{rj}\) is 1 for \(i=j\) and 0 otherwise. The first lemma extracts exactly this from the matrix equation.

```lean
/-- The columns of an orthogonal matrix are orthonormal orbitals. -/
theorem orbital_overlap {U : Matrix ι ι ℝ} (hU : Uᵀ * U = 1) (i j : ι) :
    ∑ r, U r i * U r j = if i = j then 1 else 0 := by
  have h := congrFun (congrFun hU i) j
  simpa only [Matrix.mul_apply, Matrix.transpose_apply, Matrix.one_apply] using h
```

Q: Now derive the bound.

A: Normalisation gives \(\sum_r p_{ri}=1\) for each orbital. Compare the shares with the uniform value \(1/n\):
\[
\sum_r\Big(p_{ri}-\frac1n\Big)^2=\sum_r p_{ri}^2-\frac2n\sum_r p_{ri}+n\cdot\frac1{n^2}=\sum_r p_{ri}^2-\frac1n .
\]
Summing over the \(n\) orbitals turns the last term into 1, so
\[
F(U)=1+\sum_i\sum_r\Big(p_{ri}-\frac1n\Big)^2 .
\]
The excess over 1 is the total squared deviation from an even spread.

In the Lean proof, `hpop` is the normalisation and `hcol` is the completed square for one orbital. The final `linear_combination` adds up the \(n\) terms \(1/n\).

```lean
/-- For an orthogonal matrix `U`, the Pipek-Mezey functional is one plus the sum of the squared
deviations of all populations from the uniform value `1/n`, for `n ≥ 1` atoms. -/
theorem pipekMezey_eq_one_add [Nonempty ι] {U : Matrix ι ι ℝ} (hU : Uᵀ * U = 1) :
    pipekMezey U = 1 + ∑ i, ∑ r, (population U r i - 1 / (Fintype.card ι : ℝ)) ^ 2 := by
  have hN : (Fintype.card ι : ℝ) ≠ 0 := Nat.cast_ne_zero.2 Fintype.card_ne_zero
  -- each orbital holds one unit of population
  have hpop : ∀ i, ∑ r, population U r i = 1 := by
    intro i
    have h := orbital_overlap hU i i
    rw [if_pos rfl] at h
    simpa only [population, sq] using h
  -- complete the square within one orbital
  have hcol : ∀ i, ∑ r, (population U r i - 1 / (Fintype.card ι : ℝ)) ^ 2
      = ∑ r, population U r i ^ 2 - 1 / (Fintype.card ι : ℝ) := by
    intro i
    have hsq : ∀ r, (population U r i - 1 / (Fintype.card ι : ℝ)) ^ 2
        = population U r i ^ 2 - 2 / (Fintype.card ι : ℝ) * population U r i
          + 1 / (Fintype.card ι : ℝ) ^ 2 := by
      intro r
      ring
    have hc : (Fintype.card ι : ℝ) * (1 / (Fintype.card ι : ℝ) ^ 2)
        = 1 / (Fintype.card ι : ℝ) := by
      field_simp
    simp only [hsq, sum_add_distrib, sum_sub_distrib, ← mul_sum, hpop, sum_const,
      card_univ, nsmul_eq_mul]
    linear_combination hc
  have h1 : (Fintype.card ι : ℝ) * (1 / (Fintype.card ι : ℝ)) = 1 := mul_one_div_cancel hN
  simp only [pipekMezey, hcol, sum_sub_distrib, sum_const, card_univ, nsmul_eq_mul]
  linear_combination h1
```

A sum of squares is not negative, so \(F(U)\ge1\).

```lean
/-- For `n` real orthonormal orbitals over `n ≥ 1` one-function atoms, the Pipek-Mezey functional is
at least one. -/
theorem one_le_pipekMezey [Nonempty ι] {U : Matrix ι ι ℝ} (hU : Uᵀ * U = 1) :
    1 ≤ pipekMezey U := by
  rw [pipekMezey_eq_one_add hU]
  exact le_add_of_nonneg_right (sum_nonneg fun i _ => sum_nonneg fun r _ => sq_nonneg _)
```

Q: Why does the theorem ask for `Nonempty ι`?

A: With no atoms the sum is empty and equals 0, so the bound needs at least one atom.

Q: And when is the bound reached?

A: When every squared deviation vanishes, that is, when \(p_{ri}=1/n\) for all \(r\) and \(i\). This means \((\sqrt n\,U_{ri})^2=1\), so \(\sqrt n\,U_{ri}=\pm1\). Each step can be reversed.

The proof has the same two parts. `hentry` translates between a sign entry and a share of \(1/n\). For the forward direction, `sum_eq_zero_iff_of_nonneg` is applied twice, first to the sum over orbitals and then to the sum over atoms, to show that each square is zero. For the converse, all shares are \(1/n\) and the identity leaves \(F(U)=1\).

```lean
/-- For `n` real orthonormal orbitals over `n ≥ 1` one-function atoms, the columns of `U`, the
Pipek-Mezey functional equals one if and only if all entries of `√n U` are plus or minus one. -/
theorem pipekMezey_eq_one_iff [Nonempty ι] {U : Matrix ι ι ℝ} (hU : Uᵀ * U = 1) :
    pipekMezey U = 1 ↔ HasSignEntries U := by
  have hN : (Fintype.card ι : ℝ) ≠ 0 := Nat.cast_ne_zero.2 Fintype.card_ne_zero
  -- a sign entry is the same as a population of 1/n
  have hentry : ∀ r i, (√(Fintype.card ι : ℝ) * U r i = 1 ∨ √(Fintype.card ι : ℝ) * U r i = -1)
      ↔ population U r i = 1 / (Fintype.card ι : ℝ) := by
    intro r i
    have hs : √(Fintype.card ι : ℝ) * √(Fintype.card ι : ℝ) = (Fintype.card ι : ℝ) :=
      Real.mul_self_sqrt (Nat.cast_nonneg _)
    have hm : √(Fintype.card ι : ℝ) * U r i * (√(Fintype.card ι : ℝ) * U r i)
        = U r i ^ 2 * (Fintype.card ι : ℝ) := by
      linear_combination U r i ^ 2 * hs
    rw [← mul_self_eq_one_iff, hm, population, eq_div_iff hN]
  constructor
  · intro h r i
    rw [pipekMezey_eq_one_add hU] at h
    have h0 : ∑ i, ∑ r, (population U r i - 1 / (Fintype.card ι : ℝ)) ^ 2 = 0 := by linarith
    -- a vanishing sum of squares vanishes term by term
    have h1 := (sum_eq_zero_iff_of_nonneg
      (fun i _ => sum_nonneg fun r _ => sq_nonneg _)).1 h0 i (mem_univ i)
    have h2 := (sum_eq_zero_iff_of_nonneg (fun r _ => sq_nonneg _)).1 h1 r (mem_univ r)
    exact (hentry r i).2 (sub_eq_zero.1 (pow_eq_zero_iff two_ne_zero |>.1 h2))
  · intro h
    have hp : ∀ r i, population U r i = 1 / (Fintype.card ι : ℝ) :=
      fun r i => (hentry r i).1 (h r i)
    rw [pipekMezey_eq_one_add hU]
    simp [hp]
```

Q: Your parity argument rules out three atoms, but not six. Two sign columns of length six can be orthogonal. Could the six \(\pi\) orbitals of benzene be chosen real and perfectly even?

A: If any real orthonormal combinations of the six atomic functions are allowed, two can be perfectly even, but not three together. Write \(H=\sqrt n\,U\) and suppose that three different orbitals \(i,j,k\) are perfectly even, so that their entries in \(H\) are all \(\pm1\). Expand
\[
\sum_r(H_{ri}+H_{rj})(H_{ri}+H_{rk})
=\sum_r\big(H_{ri}^2+H_{ri}H_{rk}+H_{rj}H_{ri}+H_{rj}H_{rk}\big)=n .
\]
The first term gives \(n\) by normalisation, and the other three vanish by orthogonality.

Now look at one atom. If the three signs agree, both brackets are \(2\) or both are \(-2\), and the product is 4. If they do not all agree, orbital \(i\) differs in sign from \(j\) or from \(k\), so one bracket is zero. If \(c\) is the number of atoms where the three signs agree, then \(4c=n\).

So three perfectly even orbitals require \(n\) to be a multiple of 4. If all \(n\) orbitals are perfectly even, then \(n\) is 1, 2 or a multiple of 4. Six is none of these, so for six one-function atoms the functional stays strictly above 1.

Q: Where do I find this count in Lean?

A: `Fintype.two_lt_card_iff` supplies the three orbitals when \(n>2\). `hsum` is the expansion, and `hterm` goes through the eight sign patterns at one atom. The sum then becomes 4 times the number of atoms that pass the filter. That equation is first obtained for real numbers, and `exact_mod_cast` carries it over to natural numbers, where divisibility has its usual meaning.

```lean
/-- If `n` real orthonormal orbitals over `n ≥ 1` one-function atoms bring the Pipek-Mezey
functional down to one, then `n` is 1, 2 or a multiple of 4. -/
theorem card_of_pipekMezey_eq_one [Nonempty ι] {U : Matrix ι ι ℝ} (hU : Uᵀ * U = 1)
    (h : pipekMezey U = 1) :
    Fintype.card ι = 1 ∨ Fintype.card ι = 2 ∨ 4 ∣ Fintype.card ι := by
  have hs := (pipekMezey_eq_one_iff hU).1 h
  unfold HasSignEntries at hs
  by_cases h2 : 2 < Fintype.card ι
  · obtain ⟨i, j, k, hij, hik, hjk⟩ := Fintype.two_lt_card_iff.1 h2
    -- orthogonality of three orbitals
    have hsum : ∑ r, (√(Fintype.card ι : ℝ) * U r i + √(Fintype.card ι : ℝ) * U r j)
        * (√(Fintype.card ι : ℝ) * U r i + √(Fintype.card ι : ℝ) * U r k)
        = (Fintype.card ι : ℝ) := by
      calc _ = √(Fintype.card ι : ℝ) * √(Fintype.card ι : ℝ) * (∑ r, U r i * U r i
            + ∑ r, U r i * U r k + ∑ r, U r j * U r i + ∑ r, U r j * U r k) := by
            simp only [← sum_add_distrib, mul_sum]
            exact sum_congr rfl fun r _ => by ring
        _ = (Fintype.card ι : ℝ) := by
            rw [orbital_overlap hU, orbital_overlap hU, orbital_overlap hU, orbital_overlap hU,
              if_pos rfl, if_neg hik, if_neg hij.symm, if_neg hjk,
              Real.mul_self_sqrt (Nat.cast_nonneg _)]
            ring
    -- each atom contributes 4 if the three signs agree, and 0 otherwise
    have hterm : ∀ r, (√(Fintype.card ι : ℝ) * U r i + √(Fintype.card ι : ℝ) * U r j)
        * (√(Fintype.card ι : ℝ) * U r i + √(Fintype.card ι : ℝ) * U r k)
        = if √(Fintype.card ι : ℝ) * U r i = √(Fintype.card ι : ℝ) * U r j ∧
            √(Fintype.card ι : ℝ) * U r i = √(Fintype.card ι : ℝ) * U r k
          then (4 : ℝ) else 0 := by
      intro r
      rcases hs r i with a | a <;> rcases hs r j with b | b <;> rcases hs r k with c | c <;>
        rw [a, b, c] <;> norm_num
    rw [sum_congr rfl (fun r _ => hterm r), ← sum_filter, sum_const, nsmul_eq_mul] at hsum
    obtain ⟨c, hc⟩ : ∃ c : ℕ, (c : ℝ) * 4 = (Fintype.card ι : ℝ) := ⟨_, hsum⟩
    have hc' : c * 4 = Fintype.card ι := by exact_mod_cast hc
    exact Or.inr (Or.inr ⟨c, by omega⟩)
  · have hpos : 0 < Fintype.card ι := Fintype.card_pos
    omega
```

The three-atom case from your first question is also stated separately. The bound gives \(F(U)\ge1\), and equality would require 3 to be 1, 2 or a multiple of 4.

```lean
/-- Three real orthonormal orbitals over three one-function atoms always have a Pipek-Mezey
functional strictly above one. -/
theorem one_lt_pipekMezey_three {U : Matrix (Fin 3) (Fin 3) ℝ} (hU : Uᵀ * U = 1) :
    1 < pipekMezey U := by
  refine lt_of_le_of_ne (one_le_pipekMezey hU) fun h => ?_
  have h3 := card_of_pipekMezey_eq_one hU h.symm
  rw [Fintype.card_fin] at h3
  omega
```

Q: I object to the triangle. The Bloch orbitals of a three-membered ring have equal weight on every atom.

A: They do, but two of them are complex. Their phases are cube roots of unity, which can cancel in threes, while the signs \(\pm1\) cannot. The matrix type here is `Matrix ι ι ℝ`, so the restriction on \(n\) is a statement about real orbitals.

Q: Does every multiple of 4 then have a perfectly even real set?

A: The theorem gives a necessary condition, not a construction for each such \(n\). What is constructed here are sets for two and four atoms, the second built from the first by a Kronecker product.

In that product an atom is labelled by a pair \((r,s)\), an orbital by a pair \((i,j)\), and the coefficient is \(U_{ri}V_{sj}\), where \(V\) is the second orbital matrix. Fourth powers factorise, so
\[
F(U\otimes V)=\sum_{i,j}\sum_{r,s}U_{ri}^4V_{sj}^4=F(U)\,F(V).
\]
This holds for any two real square matrices, orthogonal or not. The Lean proof splits the sums over pairs and pulls out the common factors.

```lean
/-- The Pipek-Mezey functional of a Kronecker product of two orbital matrices is the product of
their functionals. -/
theorem pipekMezey_kronecker {α β : Type*} [Fintype α] [Fintype β]
    (U : Matrix α α ℝ) (V : Matrix β β ℝ) :
    pipekMezey (U ⊗ₖ V) = pipekMezey U * pipekMezey V := by
  simp only [pipekMezey, population, Fintype.sum_prod_type, Matrix.kroneckerMap_apply, mul_pow,
    ← mul_sum, ← sum_mul]
```

The two-atom set is the pair you began with. Its first column is the in-phase orbital and its second the out-of-phase one, both normalised.

```lean
/-- The in-phase and out-of-phase combinations of two atomic functions. -/
def bondPair : Matrix (Fin 2) (Fin 2) ℝ :=
  !![1 / √2, 1 / √2; 1 / √2, -(1 / √2)]
```

With \(c=1/\sqrt2\), each column has norm \(2c^2=1\), the overlap is \(c^2-c^2=0\), and the functional is \(4c^4=1\). The proof replaces \(1/\sqrt2\) by a letter `c` and keeps only the fact \(c^2=\tfrac12\). It checks the four entries of the overlap matrix one by one, then computes the functional.

```lean
/-- The in-phase and out-of-phase pair on two atoms is orthonormal and has a Pipek-Mezey
functional of exactly one. -/
theorem bondPair_witness : bondPairᵀ * bondPair = 1 ∧ pipekMezey bondPair = 1 := by
  have h : (1 / √2) * (1 / √2) = (1 / 2 : ℝ) := by
    rw [div_mul_div_comm, Real.mul_self_sqrt (by norm_num), one_mul]
  unfold bondPair
  generalize 1 / √2 = c at h ⊢
  constructor
  · ext i j
    fin_cases i <;> fin_cases j <;> simp [Matrix.mul_apply, Fin.sum_univ_two] <;> linarith
  · simp [pipekMezey, population, Fin.sum_univ_two]
    linear_combination (4 * c ^ 2 + 2) * h
```

Q: And the four-atom set?

A: Think of the atoms as the corners of a rectangle. Each orbital is in phase or out of phase along each of the two directions, which gives four orbitals with coefficients \(\pm\tfrac12\). The sixteen fourth powers are \(\tfrac1{16}\) each and add up to 1.

Lean reaches this without listing the sixteen entries. Orthonormality follows from
\[
(B\otimes B)^{\mathsf T}(B\otimes B)=(B^{\mathsf T}B)\otimes(B^{\mathsf T}B)=1\otimes1=1,
\]
where \(B\) is `bondPair`, and the functional is \(1\cdot1\) by the product rule.

```lean
/-- The Kronecker square of the two-atom pair gives four orthonormal orbitals on four atoms with
a Pipek-Mezey functional of exactly one. -/
theorem fourCentre_witness :
    (bondPair ⊗ₖ bondPair)ᵀ * (bondPair ⊗ₖ bondPair) = 1 ∧
      pipekMezey (bondPair ⊗ₖ bondPair) = 1 := by
  obtain ⟨ho, hp⟩ := bondPair_witness
  constructor
  · rw [← Matrix.kroneckerMap_transpose, ← Matrix.mul_kronecker_mul, ho,
      Matrix.one_kronecker_one]
  · rw [pipekMezey_kronecker, hp, one_mul]

end

end MaximallyDelocalisedOrbitals
```

```lean
#print axioms MaximallyDelocalisedOrbitals.pipekMezey_eq_one_iff
#print axioms MaximallyDelocalisedOrbitals.one_lt_pipekMezey_three
```

```
'MaximallyDelocalisedOrbitals.pipekMezey_eq_one_iff' depends on axioms: [propext, Classical.choice, Quot.sound]
'MaximallyDelocalisedOrbitals.one_lt_pipekMezey_three' depends on axioms: [propext, Classical.choice, Quot.sound]
```
